# Mean-field exponent one half for a Landau free energy with positive quartic term and nonnegative $o(x^4)$ remainder

Let $b>0$, and let $R$ be a real function with $R(x)\ge 0$ everywhere and $R(x)=o(x^4)$ as $x\to 0$. For each $a<0$ let $x(a)$ be any global minimizer of

$$F(x)=a x^2+b x^4+R(x).$$

Then, as $a\to 0$ from below,

$$\frac{x(a)^2}{-a}\to\frac{1}{2b},\qquad \frac{\log|x(a)|}{\log(-a)}\to\frac12 .$$

The remainder $R(x)=r(x)\,x^6$, with $r\ge 0$ continuous at zero, is a special case. The remainder affects neither the exponent nor the amplitude.

## Magnetisation just below the critical temperature

A uniaxial ferromagnet in zero field loses its magnetisation as it is heated to the critical temperature $T_c$. The critical exponent usually called $\beta$ says how: the magnetisation vanishes like $(T_c-T)^\beta$. In Landau's description the magnetisation is a single real number $x$, the order parameter, and its equilibrium value minimizes a free energy $F$ whose quadratic coefficient $a$ changes sign at $T_c$.

The condition $b>0$ stands for a quartic term that stabilises the ordered state. The condition $R\ge 0$ says that the higher-order terms never lower the energy. Together with the other hypotheses, this rules out a first-order jump at $T_c$, though not one at some lower temperature.

The step to a real magnet that these hypotheses leave open is that its equilibrium follows from minimizing such an $F$, with $a$ proportional to $T-T_c$ and with $b$ and $R$ fixed. Critical fluctuations can invalidate it. For mean-field simulations with one real order parameter and fixed $b$ and $R$, the result says that the squared magnetisation is linear in $a$ to leading order just below the transition.

Many textbooks write $\tfrac a2x^2+\tfrac b4x^4$, which turns the amplitude $1/(2b)$ into $1/b$.

## Equilibrium as a global minimum in Lean

`landau a b R` is the function $F$, and `IsEquilibrium F m` says that $F(m)\le F(y)$ for every real $y$. A local minimum that isn't global doesn't qualify.

In the limit theorems the letter `x` denotes a function `ℝ → ℝ`, the choice of a minimizer for each $a$. The hypothesis `hx` constrains it only for $a<0$. No continuity is assumed, so the choice may jump between the minima at positive and negative magnetisation.

The filter `𝓝[<] 0` expresses $a\to0$ from below. The hypothesis `R =o[𝓝 0] fun x : ℝ => x ^ 4` is the little-o condition; since it includes the point zero itself, it forces $R(0)=0$.

The limit theorems take the minimizers as given. `exists_equilibrium` supplies them when $R$ is continuous on the whole line.

## Minimizers exist, and vanish for $a\ge 0$

Let $R$ be continuous and nonnegative, and set $K=1+(|a|+R(0))/b$. On $[-K,K]$ the continuous function $F$ attains a minimum, at $m$ say. If $|y|>K$, then $y^2\ge K\ge 1$, so

$$a+by^2\ge a+bK=a+b+|a|+R(0)\ge R(0)\ge 0 .$$

Hence $F(y)\ge y^2(a+by^2)\ge a+by^2\ge R(0)=F(0)\ge F(m)$, and $m$ is a global minimizer.

If $a\ge0$ and $R(0)=0$, a minimizer $m\ne0$ would have $F(m)\ge bm^4>0=F(0)$, a contradiction. The order parameter is therefore zero.

## Comparison with the quartic trial value

Now let $a<0$ and put $q=-a/(2b)$, so that $a=-2bq$. Without $R$, the minima would lie at $\pm\sqrt q$. For a minimizer $m$ of the full $F$, the inequality $F(m)\le F(\sqrt q)$ reads

$$-2bq\,m^2+bm^4+R(m)\le -2bq^2+bq^2+R(\sqrt q).$$

Adding $bq^2$ to both sides completes the square:

$$b(m^2-q)^2+R(m)\le R(\sqrt q).$$

Since $R(m)\ge0$, it follows that $b(m^2-q)^2\le R(\sqrt q)$.

Set $m=x(a)$ and divide by $ba^2$. Because $q/(-a)=1/(2b)$ and $a^2=4b^2q^2$,

$$\left(\frac{x(a)^2}{-a}-\frac1{2b}\right)^2\le\frac{R(\sqrt q)}{ba^2}=\frac1{4b^3}\,\frac{R(\sqrt q)}{(\sqrt q)^4}.$$

As $a\to0$ from below, $\sqrt q\to0$, and the right-hand side vanishes by the little-o condition. This is the first limit.

For $R(x)=r(x)x^6$ the condition holds because $R(x)/x^4=r(x)x^2\to r(0)\cdot0=0$.

## From the amplitude to the exponent

Write $L(a)=\log\bigl(x(a)^2/(-a)\bigr)$. The ratio inside has a positive limit, so $x(a)\neq0$ for $a$ close enough to zero, and $L(a)\to\log(1/(2b))$. Since $L(a)=2\log|x(a)|-\log(-a)$,

$$\frac{\log|x(a)|}{\log(-a)}=\frac12+\frac{L(a)}{2\log(-a)}\to\frac12,$$

because $L(a)$ stays bounded while $\log(-a)\to-\infty$.

## One quarter when $b=0$ and $R=cx^6$

Take $a<0$, $c>0$ and $F(x)=ax^2+cx^6$. In this case let $q>0$ be defined by $q^2=-a/(3c)$, so that $a=-3cq^2$. Then

$$F(m)-F(\sqrt q)=c\,(m^6-3q^2m^2+2q^3)=c\,(m^2-q)^2(m^2+2q).$$

At a minimizer the left side is at most zero. The last factor is positive, so $m^2=q$ and $m^4=-a/(3c)$. The same identity shows that $\pm\sqrt q$ are indeed minimizers. Here $|m|$ scales as $(-a)^{1/4}$, so $b>0$ can't be weakened to $b\ge0$ in the exponent result.

## Two values of $a$ for $b=1$ and $R=x^6$

With $u=x^2$ the free energy is $au+u^2+u^3$, which is convex for $u\ge0$. Its minimum for $a<0$ solves $a+2u+3u^2=0$, so $u=(\sqrt{1-3a}-1)/3$. The predicted limit of $u/(-a)$ is $0.5$.

- At $a=-0.07$ the square root is $1.1$, so $u\approx0.03333$ and $u/(-a)\approx0.4762$.
- At $a=-0.0067$ the square root is $1.01$, so $u\approx0.003333$ and $u/(-a)\approx0.4975$.

At the second point $\log|x|/\log(-a)\approx0.570$, still well away from $0.5$. The amplitude contributes a correction that decays only like $1/\log(-a)$.

## The complete Lean file

```lean
import Mathlib

open Filter Topology Asymptotics

namespace LandauCriticalExponent

noncomputable section

/-- The Landau free energy `a x² + b x⁴ + R(x)` of an order parameter `x`, with remainder `R`. -/
def landau (a b : ℝ) (R : ℝ → ℝ) (x : ℝ) : ℝ := a * x ^ 2 + b * x ^ 4 + R x

/-- The value `m` of the order parameter is a global minimizer of the free energy `F`. -/
def IsEquilibrium (F : ℝ → ℝ) (m : ℝ) : Prop := ∀ y, F m ≤ F y

/-- For `b > 0` and a continuous nonnegative remainder, the Landau free energy has a
global minimizer at every `a`. -/
theorem exists_equilibrium (a : ℝ) {b : ℝ} (hb : 0 < b) {R : ℝ → ℝ}
    (hc : Continuous R) (hR : ∀ x, 0 ≤ R x) : ∃ m, IsEquilibrium (landau a b R) m := by
  have hF : Continuous (landau a b R) := by
    unfold landau
    fun_prop
  obtain ⟨K, hK1, hK⟩ : ∃ K : ℝ, 1 ≤ K ∧ b * K = b + (|a| + R 0) := by
    refine ⟨1 + (|a| + R 0) / b, ?_, ?_⟩
    · have h : 0 ≤ (|a| + R 0) / b := div_nonneg (add_nonneg (abs_nonneg a) (hR 0)) hb.le
      linarith
    · rw [mul_add, mul_one, mul_div_cancel₀ _ hb.ne']
  have h0K : (0 : ℝ) ∈ Set.Icc (-K) K := ⟨by linarith, by linarith⟩
  obtain ⟨m, -, hm⟩ := isCompact_Icc.exists_isMinOn ⟨0, h0K⟩ hF.continuousOn
  refine ⟨m, fun y => ?_⟩
  by_cases hy : |y| ≤ K
  · exact isMinOn_iff.1 hm y (abs_le.1 hy)
  · -- outside the interval the quartic term lifts the energy above its value at zero
    have hy' : K < |y| := not_le.1 hy
    have hyK : K ≤ y ^ 2 := by nlinarith [sq_abs y]
    have hby : b * K ≤ b * y ^ 2 := mul_le_mul_of_nonneg_left hyK hb.le
    have hP : R 0 ≤ a + b * y ^ 2 := by linarith [neg_abs_le a]
    have hprod : 0 ≤ (y ^ 2 - 1) * (a + b * y ^ 2) :=
      mul_nonneg (by linarith) (le_trans (hR 0) hP)
    refine le_trans (isMinOn_iff.1 hm 0 h0K) ?_
    unfold landau
    nlinarith [hR y]

/-- For `a ≥ 0`, `b > 0` and a nonnegative remainder vanishing at zero, every global minimizer
has zero order parameter. -/
theorem disordered_phase {a b m : ℝ} (ha : 0 ≤ a) (hb : 0 < b) {R : ℝ → ℝ}
    (hR : ∀ x, 0 ≤ R x) (hR0 : R 0 = 0) (hm : IsEquilibrium (landau a b R) m) : m = 0 := by
  by_contra hne
  have h : a * m ^ 2 + b * m ^ 4 + R m ≤ a * 0 ^ 2 + b * 0 ^ 4 + R 0 := hm 0
  have h1 : 0 < b * m ^ 4 := by positivity
  have h2 : 0 ≤ a * m ^ 2 := by positivity
  nlinarith [hR m]

/-- For `a < 0`, `b > 0` and a nonnegative remainder, the squared order parameter differs from
the pure quartic value `-a/(2b)` by an amount controlled by the remainder at `√(-a/(2b))`. -/
theorem equilibrium_bound {a b m : ℝ} (ha : a < 0) (hb : 0 < b) {R : ℝ → ℝ}
    (hR : ∀ x, 0 ≤ R x) (hm : IsEquilibrium (landau a b R) m) :
    b * (m ^ 2 - -a / (2 * b)) ^ 2 ≤ R (√(-a / (2 * b))) := by
  obtain ⟨q, hq⟩ : ∃ q, q = -a / (2 * b) := ⟨_, rfl⟩
  have hq0 : 0 ≤ q := by
    rw [hq]
    exact div_nonneg (by linarith) (by linarith)
  have haq : a = -2 * b * q := by
    have h := (eq_div_iff (by positivity : 2 * b ≠ 0)).1 hq
    linarith
  rw [← hq]
  -- compare with the minimizer of the pure quartic theory
  have h : a * m ^ 2 + b * m ^ 4 + R m ≤ a * √q ^ 2 + b * √q ^ 4 + R (√q) := hm _
  have h2 : √q ^ 2 = q := Real.sq_sqrt hq0
  have h4 : √q ^ 4 = q ^ 2 := by
    calc √q ^ 4 = (√q ^ 2) ^ 2 := by ring
      _ = q ^ 2 := by rw [h2]
  rw [h2, h4, haq] at h
  nlinarith [hR m]

/-- Limiting amplitude: for `b > 0` and a nonnegative remainder of order `o(x⁴)` at zero, any choice
of global minimizers `x(a)` of the Landau free energy satisfies `x(a)²/(-a) → 1/(2b)` as `a → 0`
from below. -/
theorem order_parameter_sq_tendsto {b : ℝ} (hb : 0 < b) {R : ℝ → ℝ} (hR : ∀ x, 0 ≤ R x)
    (ho : R =o[𝓝 0] fun x : ℝ => x ^ 4) {x : ℝ → ℝ}
    (hx : ∀ a < 0, IsEquilibrium (landau a b R) (x a)) :
    Tendsto (fun a => x a ^ 2 / (-a)) (𝓝[<] 0) (𝓝 (1 / (2 * b))) := by
  have hy : Tendsto (fun a : ℝ => √(-a / (2 * b))) (𝓝[<] 0) (𝓝 0) := by
    have hc : Continuous (fun a : ℝ => √(-a / (2 * b))) := by fun_prop
    have h := hc.tendsto 0
    simp only [neg_zero, zero_div, Real.sqrt_zero] at h
    exact h.mono_left nhdsWithin_le_nhds
  have hs : Tendsto (fun a : ℝ => √(R (√(-a / (2 * b))) / √(-a / (2 * b)) ^ 4 / (4 * b ^ 3)))
      (𝓝[<] 0) (𝓝 0) := by
    have h := ((ho.tendsto_div_nhds_zero.comp hy).div_const (4 * b ^ 3)).sqrt
    rw [zero_div, Real.sqrt_zero] at h
    exact h
  -- the deviation from the limit is squeezed by the relative size of the remainder
  have hg : Tendsto (fun a => x a ^ 2 / (-a) - 1 / (2 * b)) (𝓝[<] 0) (𝓝 0) := by
    refine squeeze_zero_norm' ?_ hs
    filter_upwards [self_mem_nhdsWithin] with a ha
    have ha' : a < 0 := ha
    have ha0 : a ≠ 0 := ha'.ne
    rw [Real.norm_eq_abs]
    apply Real.abs_le_sqrt
    have hk := equilibrium_bound ha' hb hR (hx a ha')
    have h2 : √(-a / (2 * b)) ^ 2 = -a / (2 * b) :=
      Real.sq_sqrt (div_nonneg (by linarith) (by linarith))
    have h4 : √(-a / (2 * b)) ^ 4 = a ^ 2 / (4 * b ^ 2) := by
      calc √(-a / (2 * b)) ^ 4 = (√(-a / (2 * b)) ^ 2) ^ 2 := by ring
        _ = a ^ 2 / (4 * b ^ 2) := by rw [h2]; ring
    have hD : (x a ^ 2 - -a / (2 * b)) ^ 2 ≤ R (√(-a / (2 * b))) / b := by
      rw [le_div_iff₀ hb]
      linarith
    have e1 : x a ^ 2 / (-a) - 1 / (2 * b) = (x a ^ 2 - -a / (2 * b)) / (-a) := by
      rw [sub_div, div_right_comm, div_self (neg_ne_zero.2 ha0)]
    have e2 : ∀ z : ℝ, z / (a ^ 2 / (4 * b ^ 2)) / (4 * b ^ 3) = z / b / a ^ 2 := by
      intro z
      field_simp
    rw [h4, e1, e2, div_pow, neg_sq]
    gcongr
  have h := hg.add_const (1 / (2 * b))
  simp only [sub_add_cancel, zero_add] at h
  exact h

/-- For `b > 0` and `r` nonnegative and continuous at zero, any choice of global minimizers `x(a)`
of `a x² + b x⁴ + r(x) x⁶` satisfies `x(a)²/(-a) → 1/(2b)` as `a → 0` from below. -/
theorem sextic_order_parameter_sq_tendsto {b : ℝ} (hb : 0 < b) {r : ℝ → ℝ}
    (hr : ∀ x, 0 ≤ r x) (hc : ContinuousAt r 0) {x : ℝ → ℝ}
    (hx : ∀ a < 0, IsEquilibrium (landau a b fun y => r y * y ^ 6) (x a)) :
    Tendsto (fun a => x a ^ 2 / (-a)) (𝓝[<] 0) (𝓝 (1 / (2 * b))) := by
  refine order_parameter_sq_tendsto hb (fun y => mul_nonneg (hr y) (by positivity)) ?_ hx
  have h : Tendsto (fun y : ℝ => r y * y ^ 2) (𝓝 0) (𝓝 0) := by
    simpa using hc.tendsto.mul ((continuous_pow 2).tendsto (0 : ℝ))
  have h1 := ((isLittleO_one_iff ℝ).2 h).mul_isBigO
    (isBigO_refl (fun y : ℝ => y ^ 4) (𝓝 0))
  exact h1.congr (fun y => by ring) (fun y => by ring)

/-- The critical exponent is one half: for `b > 0` and a nonnegative remainder of order `o(x⁴)`
at zero, global minimizers satisfy `log |x(a)| / log(-a) → 1/2` as `a → 0` from below. -/
theorem critical_exponent_half {b : ℝ} (hb : 0 < b) {R : ℝ → ℝ} (hR : ∀ x, 0 ≤ R x)
    (ho : R =o[𝓝 0] fun x : ℝ => x ^ 4) {x : ℝ → ℝ}
    (hx : ∀ a < 0, IsEquilibrium (landau a b R) (x a)) :
    Tendsto (fun a => Real.log |x a| / Real.log (-a)) (𝓝[<] 0) (𝓝 (1 / 2)) := by
  have hL := order_parameter_sq_tendsto hb hR ho hx
  have hpos : 0 < 1 / (2 * b) := by positivity
  have hneg : Tendsto (fun a : ℝ => -a) (𝓝[<] 0) (𝓝[>] 0) := by
    refine tendsto_nhdsWithin_iff.2 ⟨?_, ?_⟩
    · have h := (continuous_neg (G := ℝ)).tendsto 0
      rw [neg_zero] at h
      exact h.mono_left nhdsWithin_le_nhds
    · filter_upwards [self_mem_nhdsWithin] with a ha
      have ha' : a < 0 := ha
      have hna : 0 < -a := by linarith
      exact hna
  have hT : Tendsto (fun a : ℝ => -Real.log (-a)) (𝓝[<] 0) atTop :=
    tendsto_neg_atBot_atTop.comp (Real.tendsto_log_nhdsGT_zero.comp hneg)
  -- the logarithm of the amplitude is negligible against log(-a)
  have hq := (((hL.log hpos.ne').div_atTop hT).const_mul (1 / 2)).const_sub (1 / 2)
  rw [mul_zero, sub_zero] at hq
  refine hq.congr' ?_
  filter_upwards [self_mem_nhdsWithin, hL.eventually (lt_mem_nhds hpos),
    hT.eventually (eventually_gt_atTop 0)] with a ha hxa hlog
  have ha' : a < 0 := ha
  have hx0 : x a ≠ 0 := by
    intro h0
    simp [h0] at hxa
  have hl : Real.log (-a) ≠ 0 := by
    intro h0
    simp only [h0, neg_zero, lt_self_iff_false] at hlog
  rw [Real.log_div (pow_ne_zero 2 hx0) (neg_ne_zero.2 ha'.ne), Real.log_pow, Real.log_abs]
  push_cast
  generalize Real.log (-a) = T at hl
  field_simp
  ring

/-- Without the quartic term the law changes: for `a < 0` and `c > 0`, every global minimizer of
`a x² + c x⁶` satisfies `m⁴ = -a/(3c)`. -/
theorem tricritical_order_parameter {a c m : ℝ} (ha : a < 0) (hc : 0 < c)
    (hm : IsEquilibrium (landau a 0 fun y => c * y ^ 6) m) : m ^ 4 = -a / (3 * c) := by
  have hp : 0 < -a / (3 * c) := div_pos (by linarith) (by linarith)
  obtain ⟨q, hq, hq2⟩ : ∃ q : ℝ, 0 < q ∧ q ^ 2 = -a / (3 * c) :=
    ⟨_, Real.sqrt_pos.2 hp, Real.sq_sqrt hp.le⟩
  have haq : a = -3 * c * q ^ 2 := by
    have h := (eq_div_iff (by positivity : 3 * c ≠ 0)).1 hq2
    linarith
  have h : a * m ^ 2 + 0 * m ^ 4 + c * m ^ 6
      ≤ a * √q ^ 2 + 0 * √q ^ 4 + c * √q ^ 6 := hm _
  have h2 : √q ^ 2 = q := Real.sq_sqrt hq.le
  have h6 : √q ^ 6 = q ^ 3 := by
    calc √q ^ 6 = (√q ^ 2) ^ 3 := by ring
      _ = q ^ 3 := by rw [h2]
  rw [h2, h6, haq] at h
  -- the energy difference factorises with a double root at m² = q
  have hle : c * (m ^ 2 - q) ^ 2 * (m ^ 2 + 2 * q) ≤ 0 := by linarith
  have hmq : m ^ 2 = q := by
    by_contra hne
    have hne' : m ^ 2 - q ≠ 0 := sub_ne_zero.2 hne
    have hgt : 0 < c * (m ^ 2 - q) ^ 2 * (m ^ 2 + 2 * q) := by positivity
    linarith
  calc m ^ 4 = (m ^ 2) ^ 2 := by ring
    _ = -a / (3 * c) := by rw [hmq, hq2]

end

end LandauCriticalExponent
```

```lean
#print axioms LandauCriticalExponent.disordered_phase
#print axioms LandauCriticalExponent.sextic_order_parameter_sq_tendsto
#print axioms LandauCriticalExponent.critical_exponent_half
#print axioms LandauCriticalExponent.tricritical_order_parameter
```

```
'LandauCriticalExponent.disordered_phase' depends on axioms: [propext, Classical.choice, Quot.sound]
'LandauCriticalExponent.sextic_order_parameter_sq_tendsto' depends on axioms: [propext, Classical.choice, Quot.sound]
'LandauCriticalExponent.critical_exponent_half' depends on axioms: [propext, Classical.choice, Quot.sound]
'LandauCriticalExponent.tricritical_order_parameter' depends on axioms: [propext, Classical.choice, Quot.sound]
```

## Inequalities and limits in the Lean proofs

`exists_equilibrium` gets the minimum on $[-K,K]$ from compactness, then splits on whether $|y|\le K$. The product `hprod` encodes $(y^2-1)(a+by^2)\ge0$, which is the step $y^2(a+by^2)\ge a+by^2$ above. `disordered_phase` compares the energy at $m$ with that at zero.

`equilibrium_bound` applies the minimizer hypothesis at $\sqrt q$, replaces the powers of $\sqrt q$ by powers of $q$, and substitutes $a=-2bq$. The final `nlinarith [hR m]` completes the square and discards $R(m)$.

In `order_parameter_sq_tendsto`, `hy` says that the trial value tends to zero. `hs` composes this with the little-o condition and takes a square root, giving a bound on the deviation itself and not on its square. The identities `e1` and `e2` carry out the division by $ba^2$.

`sextic_order_parameter_sq_tendsto` shows that $r(y)y^2\to0$, multiplies by $y^4$ to obtain the little-o condition, and applies the general theorem.

In `critical_exponent_half`, `hT` states that $-\log(-a)\to+\infty$, and `div_atTop` makes the convergent $L(a)$ negligible against it. The remaining lines verify the logarithmic identity for $a$ near zero.

`tricritical_order_parameter` has the factorised energy difference as `hle`. If $m^2\ne q$, `positivity` makes that product strictly positive, which is a contradiction.

## How `squeeze_zero_norm'` handles an arbitrary choice of minimizers

The function $x(a)$ may be discontinuous at every $a$, so its limit can't come from continuity rules. The Mathlib lemma `squeeze_zero_norm'` needs only a bound: if $\lVert f(a)\rVert\le g(a)$ eventually along a filter, and $g$ tends to zero, then $f$ tends to zero.

Here $f$ is the deviation $x(a)^2/(-a)-1/(2b)$, and $g$ is the square root in `hs`, which contains $a$, $b$ and $R$ but not $x(a)$. The prime in the lemma's name marks the version with "eventually". Along `𝓝[<] 0` this allows the proof to assume $a<0$, the range in which `hx` provides a minimizer. `Real.abs_le_sqrt` then reduces the required bound to the squared inequality derived above.
